# Folded eigenvalues as squared distances from a reference energy, for Hermitian $H$ and positive definite $S$

Let $H$ and $S$ be complex square matrices over a finite basis, indexed in Lean by the type `n`. They stand for the Hamiltonian and the overlap; in an ultrasoft or projector augmented-wave setting, $S$ is the matrix of the overlap operator. Both are fixed, so self-consistency plays no role.

```lean
import Mathlib

open Matrix
open scoped ComplexOrder

namespace FoldedSpectrum

noncomputable section

variable {n : Type*} [Fintype n] [DecidableEq n]
```

A generalised eigenvector of a pair $(A,S)$ at $z\in\mathbb C$ is a coefficient vector $c\neq0$ with $Ac=zSc$. It need not be normalised. In Lean, `*ᵥ` applies a matrix to a vector and `•` multiplies by a scalar.

```lean
/-- The nonzero coefficient vector `c` solves `A c = z S c` in a basis with overlap `S`. -/
def IsGenEigenvector (A S : Matrix n n ℂ) (z : ℂ) (c : n → ℂ) : Prop :=
  c ≠ 0 ∧ A *ᵥ c = z • (S *ᵥ c)
```

A generalised eigenvalue is a number $z$ that has such a vector. Multiplicities are not recorded.

```lean
/-- The number `z` is a generalised eigenvalue of the pair `(A, S)`. -/
def IsGenEigenvalue (A S : Matrix n n ℂ) (z : ℂ) : Prop :=
  ∃ c, IsGenEigenvector A S z c
```

For a reference energy $s$, the folded Hamiltonian is
$$F_s=(H-sS)\,S^{-1}(H-sS).$$
Its eigenvalues are always taken with respect to the same $S$. The definition allows complex $s$; parts (g) and (h) take $s$ real. Hermiticity and positivity are assumed only where stated, and parts (b) to (e) need only an invertible $S$, written `IsUnit S.det`.

```lean
/-- The folded Hamiltonian `(H - s S) S⁻¹ (H - s S)` with reference energy `s`. -/
def folded (H S : Matrix n n ℂ) (s : ℂ) : Matrix n n ℂ :=
  (H - s • S) * S⁻¹ * (H - s • S)
```

## (a) Eigenvectors as null vectors

Show that $c$ is a generalised eigenvector of $(A,S)$ at $z$ exactly when
$$c\neq0,\qquad (A-zS)c=0.$$

Since $(A-zS)c=Ac-zSc$, the left side vanishes exactly when $Ac=zSc$. The Lean proof rewrites with the same two facts.

```lean
omit [DecidableEq n] in
/-- A generalised eigenvector is a nonzero vector annihilated by `A - z S`. -/
theorem isGenEigenvector_iff (A S : Matrix n n ℂ) (z : ℂ) (c : n → ℂ) :
    IsGenEigenvector A S z c ↔ c ≠ 0 ∧ (A - z • S) *ᵥ c = 0 := by
  unfold IsGenEigenvector
  rw [Matrix.sub_mulVec, Matrix.smul_mulVec, sub_eq_zero]
```

## (b) Factorising the shifted folded matrix

For invertible $S$ and complex $s,r$, show that
$$F_s-r^2S=\bigl(H-(s+r)S\bigr)S^{-1}\bigl(H-(s-r)S\bigr).$$

Put $A=H-sS$. The outer factors on the right are $A-rS$ and $A+rS$, so the product is
$$AS^{-1}A+rAS^{-1}S-rSS^{-1}A-r^2SS^{-1}S=AS^{-1}A-r^2S.$$
The cross terms are $rA$ and $-rA$. In Lean, `generalize` introduces $A$, `e1` and `e2` remove the products of $S$ with its inverse, and `module` collects the terms.

```lean
/-- For an invertible overlap, the folded Hamiltonian minus `r² S` factorises into the
original problem shifted to the energies `s + r` and `s - r`. -/
theorem folded_sub_sq (H S : Matrix n n ℂ) (hS : IsUnit S.det) (s r : ℂ) :
    folded H S s - r ^ 2 • S = (H - (s + r) • S) * S⁻¹ * (H - (s - r) • S) := by
  have h1 : S⁻¹ * S = 1 := Matrix.nonsing_inv_mul S hS
  have h2 : S * S⁻¹ = 1 := Matrix.mul_nonsing_inv S hS
  have hp : H - (s + r) • S = (H - s • S) - r • S := by module
  have hm : H - (s - r) • S = (H - s • S) + r • S := by module
  rw [hp, hm]
  unfold folded
  generalize H - s • S = A
  -- the two cross terms `r A` cancel
  have e1 : (A - r • S) * S⁻¹ = A * S⁻¹ - r • (1 : Matrix n n ℂ) := by
    rw [sub_mul, smul_mul_assoc, h2]
  have e2 : A * S⁻¹ * S = A := by rw [mul_assoc, h1, mul_one]
  rw [e1, sub_mul, mul_add, mul_smul_comm, e2, smul_mul_assoc, one_mul]
  module
```

## (c) Folding an eigenvector

Let $Hc=eSc$ with $c\ne0$ and $S$ invertible. Show that
$$F_sc=(e-s)^2Sc.$$

Take $r=s-e$ in (b). Then $s-r=e$, and the rightmost factor $H-eS$ annihilates $c$. Hence $(F_s-r^2S)c=0$, with $r^2=(e-s)^2$. The final `rw` follows this order.

```lean
/-- For invertible `S`, an eigenvector of `(H, S)` at `e` is an eigenvector of the folded problem
with eigenvalue `(e - s)²`. -/
theorem IsGenEigenvector.folded {H S : Matrix n n ℂ} (hS : IsUnit S.det) {e : ℂ}
    {c : n → ℂ} (h : IsGenEigenvector H S e c) (s : ℂ) :
    IsGenEigenvector (folded H S s) S ((e - s) ^ 2) c := by
  rw [isGenEigenvector_iff] at h ⊢
  refine ⟨h.1, ?_⟩
  have h1 : (e - s) ^ 2 = (s - e) ^ 2 := by ring
  have h2 : s - (s - e) = e := by ring
  rw [h1, folded_sub_sq H S hS, h2, ← Matrix.mulVec_mulVec, h.2, Matrix.mulVec_zero]
```

## (d) Recovering an eigenvector

Let $F_sc=r^2Sc$ with $c\neq0$ and $S$ invertible. Show that either $c$ is an eigenvector of $(H,S)$ at $s-r$, or
$$d=S^{-1}\bigl(H-(s-r)S\bigr)c$$
is one at $s+r$.

Let $v=(H-(s-r)S)c$. If $v=0$, the first case holds. If $v\neq0$, then $d=S^{-1}v$ is nonzero, because $Sd=v$. By (b), $(H-(s+r)S)d=(F_s-r^2S)c=0$, which is the second case. The `by_cases` step makes this distinction.

```lean
/-- For invertible `S`, a folded eigenvector `c` with eigenvalue `r²` either solves the original
problem at energy `s - r`, or `S⁻¹ (H - (s - r) S) c` solves it at energy `s + r`. -/
theorem unfold_eigenvector {H S : Matrix n n ℂ} (hS : IsUnit S.det) {s r : ℂ} {c : n → ℂ}
    (h : IsGenEigenvector (folded H S s) S (r ^ 2) c) :
    IsGenEigenvector H S (s - r) c ∨
      IsGenEigenvector H S (s + r) (S⁻¹ *ᵥ ((H - (s - r) • S) *ᵥ c)) := by
  rw [isGenEigenvector_iff, folded_sub_sq H S hS] at h
  rw [isGenEigenvector_iff, isGenEigenvector_iff]
  by_cases h0 : (H - (s - r) • S) *ᵥ c = 0
  · exact Or.inl ⟨h.1, h0⟩
  · refine Or.inr ⟨fun hv => h0 ?_, ?_⟩
    · -- applying `S` recovers the vector before multiplication by `S⁻¹`
      have h3 := congrArg (fun v => S *ᵥ v) hv
      simpa only [Matrix.mulVec_mulVec, ← mul_assoc, Matrix.mul_nonsing_inv S hS,
        one_mul, Matrix.mulVec_zero] using h3
    · rw [Matrix.mulVec_mulVec, Matrix.mulVec_mulVec]
      exact h.2
```

## (e) The eigenvalue equivalence for complex shifts

For any square $H$, invertible $S$ and complex $s,r$, show that
$$r^2\in\operatorname{spec}(F_s,S)\iff s+r\in\operatorname{spec}(H,S)\ \text{or}\ s-r\in\operatorname{spec}(H,S),$$
where $\operatorname{spec}$ is the set of generalised eigenvalues.

The forward direction is (d). For the converse, apply (c) with $e=s\pm r$, which gives $(e-s)^2=r^2$ in both cases.

```lean
/-- For any square `H` and invertible `S`, `r²` is a folded eigenvalue exactly when `s + r` or
`s - r` is an eigenvalue of `(H, S)`; here `s` and `r` may be complex. -/
theorem folded_sq_iff (H S : Matrix n n ℂ) (hS : IsUnit S.det) (s r : ℂ) :
    IsGenEigenvalue (folded H S s) S (r ^ 2) ↔
      IsGenEigenvalue H S (s + r) ∨ IsGenEigenvalue H S (s - r) := by
  constructor
  · rintro ⟨c, hc⟩
    rcases unfold_eigenvector hS hc with h | h
    · exact Or.inr ⟨_, h⟩
    · exact Or.inl ⟨_, h⟩
  · rintro (⟨c, hc⟩ | ⟨c, hc⟩)
    · have h := hc.folded hS s
      have e : (s + r - s) ^ 2 = r ^ 2 := by ring
      rw [e] at h
      exact ⟨c, h⟩
    · have h := hc.folded hS s
      have e : (s - r - s) ^ 2 = r ^ 2 := by ring
      rw [e] at h
      exact ⟨c, h⟩
```

## (f) Reality of the original levels

Let $H$ be Hermitian, $S$ positive definite and $z$ a generalised eigenvalue of $(H,S)$. Show that
$$\operatorname{Im}z=0.$$

Multiplying $Hc=zSc$ by $c^\dagger$ gives $c^\dagger Hc=z\,c^\dagger Sc$. The left side is real because $H$ is Hermitian, and $c^\dagger Sc$ is real and positive. The imaginary part therefore reads $0=(\operatorname{Im}z)\,c^\dagger Sc$. In Lean, `hq` holds the positivity and `hi` the reality.

```lean
omit [DecidableEq n] in
/-- Generalised eigenvalues of a Hermitian `H` with positive definite overlap are real. -/
theorem genEigenvalue_im {H S : Matrix n n ℂ} (hH : H.IsHermitian) (hS : S.PosDef) {z : ℂ}
    (h : IsGenEigenvalue H S z) : z.im = 0 := by
  obtain ⟨c, hc, he⟩ := h
  have hq := Complex.pos_iff.mp (hS.dotProduct_mulVec_pos hc)
  -- the quadratic form `c† H c` is real
  have hp : star (star c ⬝ᵥ (H *ᵥ c)) = star c ⬝ᵥ (H *ᵥ c) := by
    rw [← Matrix.star_dotProduct, Matrix.star_mulVec, hH.eq, ← Matrix.dotProduct_mulVec]
  have hi : (star c ⬝ᵥ (H *ᵥ c)).im = 0 := Complex.conj_eq_iff_im.mp hp
  rw [he, dotProduct_smul, smul_eq_mul, Complex.mul_im, ← hq.2, mul_zero, zero_add] at hi
  exact (mul_eq_zero.mp hi).resolve_right hq.1.ne'
```

## (g) The whole folded spectrum

For Hermitian $H$, positive definite $S$, real $s$ and complex $z$, show that $z$ is a generalised eigenvalue of $(F_s,S)$ exactly when
$$z=m\ge0\quad\text{and}\quad s+\sqrt m\ \text{or}\ s-\sqrt m\in\operatorname{spec}(H,S)$$
for some real $m$.

Choose a complex $r$ with $r^2=z$. By (e), $s+r$ or $s-r$ is a level of $(H,S)$, and by (f) that level is real. So $r=x$ is real, and $m=x^2$ has $\sqrt m=|x|$. If $x<0$, the two alternatives change places. Conversely, apply (e) with $r=\sqrt m$. Lean obtains $r$ from the algebraic closedness of $\mathbb C$ and treats the sign with `abs_choice`.

The statement thus also excludes negative and non-real folded eigenvalues. In a one-function basis with $H=h$ and $S=\sigma>0$, the only level is $h/\sigma$ and the only folded eigenvalue is $(h/\sigma-s)^2$. At $m=0$ both alternatives say that $s$ itself is a level.

```lean
/-- Folded spectrum: for Hermitian `H`, positive definite `S` and real `s`, the folded
eigenvalues are exactly the real `m ≥ 0` for which `s + √m` or `s - √m` is an eigenvalue
of `(H, S)`. -/
theorem folded_spectrum {H S : Matrix n n ℂ} (hH : H.IsHermitian) (hS : S.PosDef)
    (s : ℝ) (z : ℂ) :
    IsGenEigenvalue (folded H S s) S z ↔
      ∃ m : ℝ, 0 ≤ m ∧ z = (m : ℂ) ∧
        (IsGenEigenvalue H S ((s : ℂ) + (√m : ℝ)) ∨
          IsGenEigenvalue H S ((s : ℂ) - (√m : ℝ))) := by
  have hU : IsUnit S.det := (Matrix.isUnit_iff_isUnit_det S).mp hS.isUnit
  constructor
  · intro hz
    obtain ⟨r, rfl⟩ := IsAlgClosed.exists_pow_nat_eq z (n := 2) (by norm_num)
    have h := (folded_sq_iff H S hU s r).mp hz
    -- `s + r` or `s - r` is real, hence so is `r`
    have hr : r.im = 0 := by
      rcases h with h | h
      · simpa using genEigenvalue_im hH hS h
      · simpa using genEigenvalue_im hH hS h
    obtain ⟨x, rfl⟩ : ∃ x : ℝ, r = (x : ℂ) := ⟨r.re, Complex.ext (by simp) (by simp [hr])⟩
    refine ⟨x ^ 2, sq_nonneg x, (Complex.ofReal_pow x 2).symm, ?_⟩
    rw [Real.sqrt_sq_eq_abs]
    rcases abs_choice x with hx | hx
    · rw [hx]
      exact h
    · rw [hx, Complex.ofReal_neg, sub_neg_eq_add, ← sub_eq_add_neg]
      exact h.symm
  · rintro ⟨m, hm, rfl, h⟩
    have e : (m : ℂ) = ((√m : ℝ) : ℂ) ^ 2 := by
      rw [← Complex.ofReal_pow, Real.sq_sqrt hm]
    rw [e]
    exact (folded_sq_iff H S hU s _).mpr h
```

## (h) The level closest to the reference

Under the assumptions of (g), let $m$ be the lowest folded eigenvalue. Show that $(H,S)$ has a real level $e$ with
$$(e-s)^2=m,\qquad |e-s|\le|e'-s|\ \text{for every real level } e'.$$

Part (g) supplies $e=s+\sqrt m$ or $e=s-\sqrt m$. For any other level $e'$, (c) makes $(e'-s)^2$ a folded eigenvalue, so $(e-s)^2=m\le(e'-s)^2$. In Lean, `hmin` expresses minimality and `sq_le_sq` passes to absolute values.

For example, take
$$H=\begin{pmatrix}1&2\\2&1\end{pmatrix},\quad S=\begin{pmatrix}2&1\\1&2\end{pmatrix},\quad s=\tfrac12,\quad F_s=\tfrac34\begin{pmatrix}2&-1\\-1&2\end{pmatrix}.$$
The vectors $(1,1)$ and $(1,-1)$ have levels $1$ and $-1$, and folded eigenvalues $\tfrac14$ and $\tfrac94$. The lower one belongs to the level $1$, at distance $\tfrac12$ from $s$.

For a fixed Hamiltonian in a finite basis, an interior level, such as one near a band gap, can therefore be sought through the lowest folded eigenvalue and its eigenvector, provided that $s$ lies closer to this level than to any other.

```lean
/-- Let `H` be Hermitian, `S` positive definite and `s` real. If `m` is the lowest real folded
eigenvalue, then some real eigenvalue `e` of `(H, S)` has `(e - s)² = m`, and no real eigenvalue of
`(H, S)` lies closer to `s`. -/
theorem lowest_folded_is_closest {H S : Matrix n n ℂ} (hH : H.IsHermitian) (hS : S.PosDef)
    (s m : ℝ) (hm : IsGenEigenvalue (folded H S s) S m)
    (hmin : ∀ m' : ℝ, IsGenEigenvalue (folded H S s) S m' → m ≤ m') :
    ∃ e : ℝ, IsGenEigenvalue H S e ∧ (e - s) ^ 2 = m ∧
      ∀ e' : ℝ, IsGenEigenvalue H S e' → |e - s| ≤ |e' - s| := by
  have hU : IsUnit S.det := (Matrix.isUnit_iff_isUnit_det S).mp hS.isUnit
  obtain ⟨e, he, hem⟩ : ∃ e : ℝ, IsGenEigenvalue H S e ∧ (e - s) ^ 2 = m := by
    obtain ⟨k, hk, hmk, h⟩ := (folded_spectrum hH hS s m).mp hm
    obtain rfl : m = k := Complex.ofReal_injective hmk
    rcases h with h | h
    · exact ⟨s + √m, by rw [Complex.ofReal_add]; exact h,
        by linear_combination Real.sq_sqrt hk⟩
    · exact ⟨s - √m, by rw [Complex.ofReal_sub]; exact h,
        by linear_combination Real.sq_sqrt hk⟩
  refine ⟨e, he, hem, fun e' ⟨c, hc⟩ => sq_le_sq.mp ?_⟩
  -- every level of the original problem appears folded at `(e' - s)²`
  rw [hem]
  apply hmin
  rw [Complex.ofReal_pow, Complex.ofReal_sub]
  exact ⟨c, hc.folded hU s⟩
```

## (i) A folded eigenvector that mixes two levels

For $H=\operatorname{diag}(1,-1)$, $S=1$, $s=0$ and $c=(1,1)$, show that
$$F_0c=c,\qquad Hc\neq zc\ \text{for every } z\in\mathbb C.$$

Here $F_0=H^2=1$, which gives the first claim. But $Hc=(1,-1)$, so $Hc=zc$ would require both $z=1$ and $z=-1$. The normalised vector $c/\sqrt2$ has energy expectation $0$, which is not a level. The construction in (d) with $r=1$ separates the mixture: $(H+1)c=(2,0)$ is an eigenvector at $1$. Lean compares the two components in `h0` and `h1`.

```lean
/-- For the two-level Hamiltonian `diag(1, -1)` with unit overlap and `s = 0`, the vector
`(1, 1)` is a folded eigenvector with eigenvalue `1` but not an eigenvector of `(H, S)`. -/
theorem folded_eigenvector_may_mix :
    IsGenEigenvector (folded !![1, 0; 0, -1] 1 0) 1 1 ![1, 1] ∧
      ∀ z : ℂ, ¬ IsGenEigenvector !![1, 0; 0, -1] 1 z ![1, 1] := by
  have hf : ∀ A : Matrix (Fin 2) (Fin 2) ℂ, folded A 1 0 = A * A := fun A => by
    simp [folded]
  constructor
  · refine ⟨fun h => ?_, ?_⟩
    · have h0 := congrFun h 0
      simp at h0
    · rw [hf, Matrix.one_mulVec, one_smul, ← Matrix.mulVec_mulVec]
      ext i
      fin_cases i <;> simp [Matrix.mulVec, dotProduct, Fin.sum_univ_succ]
  · rintro z ⟨_, h⟩
    rw [Matrix.one_mulVec] at h
    -- the two components would require `z = 1` and `z = -1`
    have h0 : (1 : ℂ) = z := by
      simpa [Matrix.mulVec, dotProduct, Fin.sum_univ_succ] using congrFun h 0
    have h1 : (-1 : ℂ) = z := by
      simpa [Matrix.mulVec, dotProduct, Fin.sum_univ_succ] using congrFun h 1
    have h2 : (1 : ℂ) = -1 := h0.trans h1.symm
    norm_num at h2

end

end FoldedSpectrum
```

```lean
#print axioms FoldedSpectrum.lowest_folded_is_closest
#print axioms FoldedSpectrum.folded_eigenvector_may_mix
```

```
'FoldedSpectrum.lowest_folded_is_closest' depends on axioms: [propext, Classical.choice, Quot.sound]
'FoldedSpectrum.folded_eigenvector_may_mix' depends on axioms: [propext, Classical.choice, Quot.sound]
```
